# Tracer mean-square displacement in a one-dimensional lattice gas from diffusive density modes

In a lattice gas of occupation `c` and unit spacing, the density mode of wavenumber `k` is taken to have static strength `c (1 - c)` and to decay as `exp (-D k² t)`. The mean-square displacement of a tagged particle is defined from these modes by an integral over all real `k`, and `tracerMSD_modes` states that `c` times this displacement equals `(1 - c) / π` times the integral of `(1 - exp (-D k² t)) / k²`. The theorem assumes only `c ≠ 0`, though the physical reading needs `0 < c ≤ 1` and `D t ≥ 0`. The attempt rewrites the integrand for each `k`, takes the constant factor out of the integral, and leaves the comparison of the two sides to `field_simp`.

In Lean, a first try:

```lean
import Mathlib

open MeasureTheory Filter Set
open scoped Topology Real

namespace TracerMSDModes

noncomputable section

/-- Equilibrium correlation of the density mode of wavenumber `k` after time `t`, for a lattice
gas of occupation `c` and unit spacing: static strength `c (1 - c)`, diffusive decay. -/
def densityCorrelation (c D k t : ℝ) : ℝ :=
  c * (1 - c) * Real.exp (-D * k ^ 2 * t)

/-- Mean-square displacement of a tagged particle in the density-mode description, in which the
displacement mode is, up to a phase, the change of the density mode divided by `c k`. It is meant
for `0 < c ≤ 1` and `D t ≥ 0`, and its integrand for `k ≠ 0`. -/
def tracerMSD (c D t : ℝ) : ℝ :=
  1 / (2 * π) *
    ∫ k : ℝ, 2 * (densityCorrelation c D k 0 - densityCorrelation c D k t) / (c * k) ^ 2

/-- At nonzero occupation `c`, the mean-square displacement times `c` is `(1 - c) / π` times the
integral of `(1 - exp (-D k² t)) / k²`. -/
theorem tracerMSD_modes {c : ℝ} (hc : c ≠ 0) (D t : ℝ) :
    c * tracerMSD c D t =
      (1 - c) * (1 / π * ∫ k : ℝ, (1 - Real.exp (-D * k ^ 2 * t)) / k ^ 2) := by
  have h : ∀ k : ℝ,
      2 * (densityCorrelation c D k 0 - densityCorrelation c D k t) / (c * k) ^ 2 =
        2 * (1 - c) / c * ((1 - Real.exp (-D * k ^ 2 * t)) / k ^ 2) := by
    intro k
    by_cases hk : k = 0
    · simp [hk]
    · simp only [densityCorrelation, mul_zero, Real.exp_zero]
      rw [div_mul_div_comm, div_eq_div_iff (by positivity) (by positivity)]
      ring
  simp only [tracerMSD, h]
  rw [integral_const_mul]
  field_simp

end

end TracerMSDModes
```

The compiler's answer:

```
Main.lean:26:78: error: unsolved goals
c : ℝ
hc : c ≠ 0
D t : ℝ
h :
  ∀ (k : ℝ),
    2 * (densityCorrelation c D k 0 - densityCorrelation c D k t) / (c * k) ^ 2 =
      2 * (1 - c) / c * ((1 - rexp (-D * k ^ 2 * t)) / k ^ 2)
⊢ (1 - c) * ∫ (a : ℝ), (1 - rexp (-(D * a ^ 2 * t))) / a ^ 2 =
    (1 - c) * ∫ (k : ℝ), (1 - rexp (-(D * t * k ^ 2))) / k ^ 2
```

Cause. The error says that the proof ends with a goal still open. In that goal the prefactors already agree, both being `1 - c`, and the two integrals are equal in value. They are written differently, however: the exponent is `-(D * a ^ 2 * t)` on the left and `-(D * t * k ^ 2)` on the right. The names of the bound variables don't matter, but the order of the factors does. Before `field_simp` ran, both sides contained the same integral. The tactic also rewrote inside the integrals, left the two copies in different forms, and so did not recognise them as equal.

The added `generalize` replaces both copies by a single real number `I` while they still match. `field_simp` then has no integrand to rewrite, and it closes the goal by cancelling `c`, `π` and the factor 2. The added comment has no effect on the proof.

As a diff, the version that Lean accepts:

```diff
@@ -36,4 +36,6 @@
   simp only [tracerMSD, h]
   rw [integral_const_mul]
+  -- only the prefactors remain to be compared
+  generalize (∫ k : ℝ, (1 - Real.exp (-D * k ^ 2 * t)) / k ^ 2) = I
   field_simp
 
```
